# The four-state energy combination of two Ising spins contains every cluster coupling that includes both

## Four total energies and one coupling

To obtain the exchange coupling between two magnetic atoms in a crystal, one can compute four total energies, for instance with the PAW method. The two moments take the orientations ++, −−, +− and −+, while all other moments stay fixed. If the energy has only single-spin and pair terms, the combination

\[
F_{ij}=\tfrac14\,(E_{++}+E_{--}-E_{+-}-E_{-+})
\]

is the pair coupling, meaning the coefficient of \(s_is_j\) when the spins are \(\pm1\) and each pair is counted once. What does it give when the energy also has multispin terms?

## Cluster expansion and contamination

Let \(n\) sites carry spins \(s_k=\pm1\), and let \(E(s)\) be any real function of the configuration. For a set \(A\) of sites, write \(\Phi_A(s)=\prod_{k\in A}s_k\), with \(\Phi_\emptyset=1\). There are unique coefficients \(c_A\) with

\[
E(s)=\sum_A c_A\Phi_A(s),
\]

and for \(i\neq j\)

\[
F_{ij}(s)=\sum_{A\ni i,j}c_A\,\Phi_{A\setminus\{i,j\}}(s).
\]

The term \(A=\{i,j\}\) is the pair coefficient \(c_{ij}\). The others are contamination that depends on the fixed spins.

## Derivation

The sum over configurations factorises over sites. A site in both \(A\) and \(B\), or in neither, gives \(1+1=2\); a site in exactly one gives \(1-1=0\). Hence

\[
\sum_s\Phi_A(s)\Phi_B(s)=2^n\delta_{AB}.
\]

Expanding a product over sites gives

\[
\sum_A\Phi_A(s)\Phi_A(t)=\prod_k(1+s_kt_k)=2^n\delta_{st},
\]

since any site where \(s\) and \(t\) differ contributes zero.

Multiplying an expansion of \(E\) by \(\Phi_A\) and summing over \(s\) forces

\[
c_A=2^{-n}\sum_sE(s)\Phi_A(s).
\]

Conversely, these coefficients reproduce \(E\):

\[
\sum_A c_A\Phi_A(s)=2^{-n}\sum_tE(t)\sum_A\Phi_A(t)\Phi_A(s)=E(s).
\]

The four-state combination is linear in \(E\), so it can be applied to one \(\Phi_A\) at a time. In the order ++, −−, +−, −+, the factor from sites \(i\) and \(j\) gives:

- both in \(A\): \((1+1+1+1)/4=1\);
- only \(i\) in \(A\): \((1-1-1+1)/4=0\);
- only \(j\) in \(A\): \((1-1+1-1)/4=0\);
- neither in \(A\): \((1+1-1-1)/4=0\).

Only clusters containing both sites survive, each leaving the product of its other spins.

Averaged over all configurations, \(\Phi_B\) vanishes unless \(B=\emptyset\). The average of \(F_{ij}\) is therefore exactly \(c_{ij}\).

For sites 0 to 3 and \(E=Js_0s_1+Ks_0s_1s_2s_3\), the result is \(F_{01}=J+Ks_2s_3\): either \(J+K\) or \(J-K\), depending on the environment.

## Spins and energies in Lean

A configuration is a map `s : ι → ℤˣ` from a finite set of sites to the integer units \(\pm1\), and `spin` turns a unit into a real number. `cluster A s` is \(\Phi_A(s)\), and `clusterCoeff E A` is the projection formula for \(c_A\). `fourState E i j s` overwrites spins \(i\) and \(j\) of the reference configuration `s`, so only the other spins of `s` matter.

The hypothesis `hc` says that `c` is an expansion of `E`; `existsUnique_expansion` supplies exactly one. Couplings enter with a plus sign and each cluster is counted once, so a Hamiltonian written with \(-J\), with double counting or with spins of length \(S\neq1\) needs conversion.

The model assigns one energy to each collinear configuration. Changes in moment length that are determined by the configuration are included in \(E(s)\); non-collinear moments, independently varying moment lengths and competing self-consistent solutions lie beyond the model. In a periodic supercell, a site stands for an atom together with its images.

```lean
import Mathlib

open Finset

namespace FourStateMapping

noncomputable section

variable {ι : Type*} [DecidableEq ι]

/-- The real value, `1` or `-1`, of an Ising spin. -/
def spin (u : ℤˣ) : ℝ := ((u : ℤ) : ℝ)

/-- The product of the spins on the sites of the cluster `A`. -/
def cluster (A : Finset ι) (s : ι → ℤˣ) : ℝ := ∏ k ∈ A, spin (s k)

/-- The four-state combination `(E₊₊ + E₋₋ - E₊₋ - E₋₊) / 4` for the spins `i` and `j`,
with all other spins held as in the reference configuration `s`. -/
def fourState (E : (ι → ℤˣ) → ℝ) (i j : ι) (s : ι → ℤˣ) : ℝ :=
  (E (Function.update (Function.update s i 1) j 1)
    + E (Function.update (Function.update s i (-1)) j (-1))
    - E (Function.update (Function.update s i 1) j (-1))
    - E (Function.update (Function.update s i (-1)) j 1)) / 4

/-- Setting the spin at site `i` to `u` replaces its factor in every cluster product that
contains `i`, and leaves the other cluster products unchanged. -/
theorem cluster_update (A : Finset ι) (s : ι → ℤˣ) (i : ι) (u : ℤˣ) :
    cluster A (Function.update s i u) =
      if i ∈ A then spin u * cluster (A.erase i) s else cluster A s := by
  split_ifs with h
  · rw [cluster, ← Finset.mul_prod_erase A _ h, Function.update_self]
    congr 1
    exact Finset.prod_congr rfl fun k hk => by
      rw [Function.update_of_ne (Finset.ne_of_mem_erase hk)]
  · refine Finset.prod_congr rfl fun k hk => ?_
    have hki : k ≠ i := fun e => h (e ▸ hk)
    rw [Function.update_of_ne hki]

variable [Fintype ι]

/-- The projection of the energy `E` onto the cluster product of `A`, averaged over all
spin configurations. -/
def clusterCoeff (E : (ι → ℤˣ) → ℝ) (A : Finset ι) : ℝ :=
  (∑ s, E s * cluster A s) / 2 ^ Fintype.card ι

/-- Products over different clusters are orthogonal under the sum over all spin
configurations, and each has squared norm `2 ^ n` for `n` sites. -/
theorem cluster_orthogonal (A B : Finset ι) :
    ∑ s, cluster A s * cluster B s = if A = B then 2 ^ Fintype.card ι else 0 := by
  have hsum : ∀ f : ℤˣ → ℝ, ∑ u, f u = f 1 + f (-1) := by
    intro f
    have hu : (Finset.univ : Finset ℤˣ) = {1, -1} := by
      ext u
      rcases Int.units_eq_one_or u with rfl | rfl <;> simp
    rw [hu, Finset.sum_pair (by decide)]
  -- the sum over configurations factorises over sites
  have h : ∑ s, cluster A s * cluster B s = ∏ k, ∑ u : ℤˣ,
      (if k ∈ A then spin u else 1) * (if k ∈ B then spin u else 1) := by
    rw [Finset.prod_univ_sum, Fintype.piFinset_univ]
    refine Finset.sum_congr rfl fun s _ => ?_
    simp only [cluster, Finset.prod_mul_distrib, Finset.prod_ite_mem, Finset.univ_inter]
  rw [h]
  split_ifs with hAB
  · subst hAB
    have h2 : ∀ k, ∑ u : ℤˣ,
        (if k ∈ A then spin u else 1) * (if k ∈ A then spin u else 1) = (2 : ℝ) := by
      intro k
      rw [hsum]
      split_ifs <;> norm_num [spin]
    rw [Finset.prod_congr rfl fun k _ => h2 k]
    simp
  · -- a site in only one of the two clusters contributes the factor 1 - 1
    have hex : ∃ k, ¬(k ∈ A ↔ k ∈ B) := by
      by_contra hh
      exact hAB (Finset.ext fun k => by_contra fun hk => hh ⟨k, hk⟩)
    obtain ⟨k, hk⟩ := hex
    apply Finset.prod_eq_zero (Finset.mem_univ k)
    rw [hsum]
    by_cases hA : k ∈ A
    · have hB : k ∉ B := fun hB => hk (iff_of_true hA hB)
      simp [hA, hB, spin]
    · have hB : k ∈ B := by_contra fun hB => hk (iff_of_false hA hB)
      simp [hA, hB, spin]

/-- Completeness of the cluster products: the sum over all clusters `A` of
`cluster A s * cluster A t` is `2 ^ n` for `n` sites if `s = t`, and `0` otherwise. -/
theorem cluster_complete (s t : ι → ℤˣ) :
    ∑ A, cluster A s * cluster A t = if s = t then 2 ^ Fintype.card ι else 0 := by
  have h : ∑ A, cluster A s * cluster A t = ∏ k, (spin (s k) * spin (t k) + 1) := by
    rw [Finset.prod_add]
    simp [cluster, Finset.prod_mul_distrib]
  rw [h]
  split_ifs with hst
  · subst hst
    have h2 : ∀ k, spin (s k) * spin (s k) + 1 = 2 := by
      intro k
      rcases Int.units_eq_one_or (s k) with e | e <;> rw [e] <;> norm_num [spin]
    rw [Finset.prod_congr rfl fun k _ => h2 k]
    simp
  · obtain ⟨k, hk⟩ := Function.ne_iff.mp hst
    apply Finset.prod_eq_zero (Finset.mem_univ k)
    rcases Int.units_eq_one_or (s k) with e | e <;>
      rcases Int.units_eq_one_or (t k) with e' | e' <;>
      rw [e, e'] at hk ⊢ <;> simp [spin] at hk ⊢

/-- The coefficients of any cluster expansion of `E` are the projections of `E` onto the
cluster products. -/
theorem coeff_eq {E : (ι → ℤˣ) → ℝ} {c : Finset ι → ℝ}
    (hc : ∀ s, E s = ∑ A, c A * cluster A s) (A : Finset ι) : c A = clusterCoeff E A := by
  have h : ∑ s, E s * cluster A s = c A * 2 ^ Fintype.card ι := by
    simp only [hc, Finset.sum_mul]
    rw [Finset.sum_comm]
    simp only [mul_assoc, ← Finset.mul_sum, cluster_orthogonal]
    simp
  rw [clusterCoeff, h]
  field_simp

/-- Every energy function of finitely many Ising spins has exactly one cluster expansion. -/
theorem existsUnique_expansion (E : (ι → ℤˣ) → ℝ) :
    ∃! c : Finset ι → ℝ, ∀ s, E s = ∑ A, c A * cluster A s := by
  refine ⟨clusterCoeff E, fun s => ?_, fun c hc => funext (coeff_eq hc)⟩
  have h : ∑ A, clusterCoeff E A * cluster A s =
      (∑ t, E t * ∑ A, cluster A t * cluster A s) / 2 ^ Fintype.card ι := by
    simp only [clusterCoeff, Finset.sum_div, Finset.sum_mul, Finset.mul_sum]
    rw [Finset.sum_comm]
    exact Finset.sum_congr rfl fun t _ => Finset.sum_congr rfl fun A _ => by ring
  rw [h]
  simp only [cluster_complete]
  simp

/-- For distinct sites `i` and `j`, the four-state combination is the sum, over all clusters
containing both, of the cluster coefficient times the product of the other spins. -/
theorem fourState_eq {E : (ι → ℤˣ) → ℝ} {c : Finset ι → ℝ} {i j : ι} (hij : i ≠ j)
    (hc : ∀ s, E s = ∑ A, c A * cluster A s) (s : ι → ℤˣ) :
    fourState E i j s =
      ∑ A : Finset ι with i ∈ A ∧ j ∈ A, c A * cluster (A \ {i, j}) s := by
  have h1 : spin 1 = 1 := by simp [spin]
  have h2 : spin (-1) = -1 := by simp [spin]
  -- a single cluster survives only if it contains both sites
  have hA : ∀ A : Finset ι, fourState (cluster A) i j s =
      if i ∈ A ∧ j ∈ A then cluster (A \ {i, j}) s else 0 := by
    intro A
    have he : A \ {i, j} = (A.erase j).erase i := by
      ext k
      simp only [Finset.mem_sdiff, Finset.mem_insert, Finset.mem_singleton, Finset.mem_erase]
      tauto
    rw [he]
    by_cases hi : i ∈ A <;> by_cases hj : j ∈ A <;>
      simp only [fourState, cluster_update, Finset.mem_erase, hi, hj, hij, h1, h2, ne_eq,
        not_false_eq_true, and_self, and_true, and_false, if_true, if_false] <;>
      ring
  have hlin : fourState E i j s = ∑ A, c A * fourState (cluster A) i j s := by
    simp only [fourState, hc, ← Finset.sum_add_distrib, ← Finset.sum_sub_distrib,
      Finset.sum_div]
    exact Finset.sum_congr rfl fun A _ => by ring
  rw [hlin, Finset.sum_filter]
  refine Finset.sum_congr rfl fun A _ => ?_
  rw [hA]
  split_ifs <;> simp


/-- For distinct sites, the average of the four-state combination over all reference
configurations is the pair coefficient. -/
theorem average_fourState {E : (ι → ℤˣ) → ℝ} {c : Finset ι → ℝ} {i j : ι} (hij : i ≠ j)
    (hc : ∀ s, E s = ∑ A, c A * cluster A s) :
    (∑ s, fourState E i j s) / 2 ^ Fintype.card ι = c {i, j} := by
  -- every non-empty product of spins averages to zero
  have hmean : ∀ B : Finset ι,
      ∑ s, cluster B s = if B = ∅ then 2 ^ Fintype.card ι else 0 := by
    intro B
    have hB := cluster_orthogonal B ∅
    simpa only [cluster, Finset.prod_empty, mul_one] using hB
  have h : ∑ s, fourState E i j s = c {i, j} * 2 ^ Fintype.card ι := by
    simp only [fourState_eq hij hc]
    rw [Finset.sum_comm, Finset.sum_eq_single {i, j}]
    · rw [← Finset.mul_sum, hmean, if_pos (by simp)]
    · intro A hA hne
      have hm := (Finset.mem_filter.mp hA).2
      have hsub : {i, j} ⊆ A := by simp [Finset.insert_subset_iff, hm.1, hm.2]
      have hne' : A \ {i, j} ≠ ∅ := fun he =>
        hne (Finset.Subset.antisymm (Finset.sdiff_eq_empty_iff_subset.mp he) hsub)
      rw [← Finset.mul_sum, hmean, if_neg hne', mul_zero]
    · intro hn
      exact absurd (by simp) hn
  rw [h]
  field_simp

/-- For four spins with a pair term `J` between spins `0` and `1` and a four-spin term `K` on all
four, the four-state combination for spins `0` and `1` is `J` plus `K` times the product of the
other two spins. -/
theorem fourState_four_spin (J K : ℝ) (s : Fin 4 → ℤˣ) :
    fourState (fun t => J * (spin (t 0) * spin (t 1))
      + K * (spin (t 0) * spin (t 1) * spin (t 2) * spin (t 3))) 0 1 s =
      J + K * (spin (s 2) * spin (s 3)) := by
  have h1 : spin 1 = 1 := by simp [spin]
  have h2 : spin (-1) = -1 := by simp [spin]
  simp [fourState, h1, h2]
  ring

end

end FourStateMapping
```

```lean
#print axioms FourStateMapping.existsUnique_expansion
#print axioms FourStateMapping.fourState_eq
#print axioms FourStateMapping.average_fourState
#print axioms FourStateMapping.fourState_four_spin
```

```
'FourStateMapping.existsUnique_expansion' depends on axioms: [propext, Classical.choice, Quot.sound]
'FourStateMapping.fourState_eq' depends on axioms: [propext, Classical.choice, Quot.sound]
'FourStateMapping.average_fourState' depends on axioms: [propext, Classical.choice, Quot.sound]
'FourStateMapping.fourState_four_spin' depends on axioms: [propext, Classical.choice, Quot.sound]
```

## From site factors to the four-state formula

`cluster_orthogonal` uses `Finset.prod_univ_sum` to factorise the configuration sum, then finds a vanishing factor when the clusters differ. `cluster_complete` expands the product over sites with `Finset.prod_add`. The first gives `coeff_eq`, hence uniqueness; the second gives existence in `existsUnique_expansion`.

`cluster_update` pulls a reset spin out of a cluster product. In `fourState_eq`, the step `hA` applies it in the four membership cases listed above, and `hlin` supplies linearity.

`average_fourState` obtains the mean of a cluster product from orthogonality with the empty cluster, which leaves only \(A=\{i,j\}\). `fourState_four_spin` evaluates the four energies directly, without the general expansion.
